# Fermi occupations are the unique minimiser of the grand-canonical functional for finitely many fixed levels at positive temperature

## One level and a reservoir

A single level of energy $\varepsilon$ exchanges electrons with a reservoir at chemical potential $\mu$ and inverse temperature $\beta>0$, with $k_B=1$. A mean occupation $x\in[0,1]$ contributes energy $(\varepsilon-\mu)x$, while entropy favours $x=1/2$. The balance is the minimum of

$$(\varepsilon-\mu)x+\frac{s(x)}{\beta},\qquad s(x)=x\log x+(1-x)\log(1-x),$$

where $0\log 0=0$ and $s$ is the negative entropy. For $0<x<1$ the slope vanishes when $\log\frac{x}{1-x}=-\beta(\varepsilon-\mu)$, that is, when $x=1/(1+e^{\beta(\varepsilon-\mu)})$.

## Many levels, with the particle number free

For levels $e_i$ and occupations $f_i\in[0,1]$, let

$$\Omega(f)=\sum_i(e_i-\mu)f_i+\frac1\beta\sum_i s(f_i),\qquad n_i=\frac{1}{1+e^{\beta(e_i-\mu)}}.$$

The theorem `minimiser_iff_fermi` says that $f$ minimises $\Omega$ over all occupations in $[0,1]$ exactly when $f_i=n_i$ for every $i$. Two further theorems bound the excess $\Omega(f)-\Omega(n)$ from below and evaluate $\Omega(n)$.

In Lean, the finite type `ι` labels the levels, each holding at most one electron, so spin states are counted separately. The functions `e f : ι → ℝ` are energies and occupations, and `hf` places each `f i` in the closed interval. The names `mixing`, `fermi` and `grandFunctional` stand for $s$, the Fermi function and $\Omega$; note that `mixing` is minus the entropy. Lean sets $\log 0=0$, and the factor zero in front gives the required convention.

The levels are fixed and the entropy is a sum over independent levels. $\Omega$ has no interaction term, so for interacting electrons it is not the full functional. Fermi smearing in electronic-structure calculations uses the same formula for the occupations: the $e_i$ are then the current one-electron energies, for example Kohn–Sham eigenvalues, and $\mu$ is usually adjusted to give the required number of electrons.

## The quadratic lower bound

Write $\ell(x)=\log x-\log(1-x)$ for the log-odds. On $(0,1)$,

$$s'(x)=\log x+1-\log(1-x)-1=\ell(x),$$

$$\ell'(x)-4=\frac1x+\frac1{1-x}-4=\frac{(1-2x)^2}{x(1-x)}\ge0.$$

Hence $\ell(y)-\ell(x)\ge4(y-x)$ for $x\le y$. Fix $n\in(0,1)$ and set

$$D(x)=s(x)-s(n)-\ell(n)(x-n)-2(x-n)^2.$$

Then $D(n)=0$ and $D'(x)=\ell(x)-\ell(n)-4(x-n)$, which is at most zero left of $n$ and at least zero right of it. Since $D$ is continuous on $[0,1]$, $D\ge0$ there, endpoints included.

For the Fermi occupations, $1-n_i=e^{\beta(e_i-\mu)}n_i$, so $\ell(n_i)=-\beta(e_i-\mu)$. Inserting $D\ge0$ level by level gives

$$\begin{aligned}\Omega(f)-\Omega(n)&\ge\sum_i\Big[(e_i-\mu)(f_i-n_i)-(e_i-\mu)(f_i-n_i)+\frac2\beta(f_i-n_i)^2\Big]\\&=\frac2\beta\sum_i(f_i-n_i)^2.\end{aligned}$$

The right side is nonnegative, so $n$ is a minimiser. For any other minimiser $f$ the left side is at most zero, which forces $f=n$.

## The minimum value

Since $s(n_i)=n_i\ell(n_i)+\log(1-n_i)$ and $1-n_i=1/(1+e^{-\beta(e_i-\mu)})$, the energy terms cancel again:

$$\Omega(n)=-\frac1\beta\sum_i\log\bigl(1+e^{-\beta(e_i-\mu)}\bigr).$$

This is the grand potential of the non-interacting levels.

## Negative $\beta$ reverses the balance

The condition $\beta\ne0$ would not be enough. Take one level with $e=\mu$ and $\beta=-1$. Then $\Omega(x)=-s(x)$, which is $\log2$ at the Fermi value $1/2$ but $0$ at $x=0$ and $x=1$.

## The Lean file

```lean
import Mathlib

open Set

namespace FermiFromEntropy

noncomputable section

/-- The negative entropy `x log x + (1 - x) log (1 - x)` of a level with occupation `x`
in `[0,1]`, where `0 log 0 = 0`. -/
def mixing (x : ℝ) : ℝ := x * Real.log x + (1 - x) * Real.log (1 - x)

/-- The Fermi function of a level of energy `ε` at inverse temperature `β` and
chemical potential `μ`. -/
def fermi (β μ ε : ℝ) : ℝ := 1 / (1 + Real.exp (β * (ε - μ)))

/-- The grand-canonical functional of the occupations `f`: energy relative to `μ`, plus the
negative entropy divided by the inverse temperature `β ≠ 0`. -/
def grandFunctional {ι : Type*} [Fintype ι] (β μ : ℝ) (e f : ι → ℝ) : ℝ :=
  ∑ i, (e i - μ) * f i + (∑ i, mixing (f i)) / β

/-- The Fermi function lies strictly between zero and one. -/
theorem fermi_mem (β μ ε : ℝ) : fermi β μ ε ∈ Ioo (0 : ℝ) 1 := by
  have hE := Real.exp_pos (β * (ε - μ))
  constructor
  · unfold fermi
    positivity
  · unfold fermi
    rw [div_lt_one (by positivity)]
    linarith

/-- One minus the Fermi function is `exp (β (ε - μ))` times the Fermi function. -/
theorem one_sub_fermi (β μ ε : ℝ) :
    1 - fermi β μ ε = Real.exp (β * (ε - μ)) * fermi β μ ε := by
  have h : 1 + Real.exp (β * (ε - μ)) ≠ 0 := by positivity
  have h' := mul_inv_cancel₀ h
  unfold fermi
  linear_combination -h'

/-- The log-odds of the Fermi occupation are linear in the energy of the level. -/
theorem fermi_log_odds (β μ ε : ℝ) :
    Real.log (fermi β μ ε) - Real.log (1 - fermi β μ ε) = -(β * (ε - μ)) := by
  rw [one_sub_fermi, Real.log_mul (Real.exp_pos _).ne' (fermi_mem β μ ε).1.ne', Real.log_exp]
  ring

/-- For an occupation strictly between zero and one, the derivative of the negative entropy
is the log-odds of the occupation. -/
theorem hasDerivAt_mixing {x : ℝ} (hx : x ∈ Ioo (0 : ℝ) 1) :
    HasDerivAt mixing (Real.log x - Real.log (1 - x)) x := by
  have h1 : 1 - x ≠ 0 := (sub_pos.mpr hx.2).ne'
  have s := (hasDerivAt_id' x).const_sub 1
  have a := (hasDerivAt_id' x).fun_mul (Real.hasDerivAt_log hx.1.ne')
  have b := s.fun_mul (s.log h1)
  refine (a.fun_add b).congr_deriv ?_
  have e1 := mul_inv_cancel₀ hx.1.ne'
  have e2 := mul_inv_cancel₀ h1
  linear_combination e1 - e2

/-- Between two occupations strictly inside `(0,1)` the log-odds grow by at least four times
the difference of the occupations. -/
theorem log_odds_growth {x y : ℝ} (hx : x ∈ Ioo (0 : ℝ) 1) (hy : y ∈ Ioo (0 : ℝ) 1)
    (hxy : x ≤ y) :
    4 * (y - x) ≤ (Real.log y - Real.log (1 - y)) - (Real.log x - Real.log (1 - x)) := by
  have hk : ∀ z ∈ Ioo (0 : ℝ) 1,
      HasDerivAt (fun z : ℝ => Real.log z - Real.log (1 - z) - 4 * z)
        (z⁻¹ - (-1 / (1 - z)) - 4 * 1) z := fun z hz =>
    ((Real.hasDerivAt_log hz.1.ne').fun_sub
      (((hasDerivAt_id' z).const_sub 1).log (sub_pos.mpr hz.2).ne')).fun_sub
      ((hasDerivAt_id' z).const_mul 4)
  have mono : MonotoneOn (fun z : ℝ => Real.log z - Real.log (1 - z) - 4 * z) (Ioo 0 1) := by
    apply monotoneOn_of_deriv_nonneg (convex_Ioo 0 1)
    · exact fun z hz => (hk z hz).continuousAt.continuousWithinAt
    · intro z hz
      rw [interior_Ioo] at hz
      exact (hk z hz).differentiableAt.differentiableWithinAt
    · intro z hz
      rw [interior_Ioo] at hz
      rw [(hk z hz).deriv]
      have h0 : z ≠ 0 := hz.1.ne'
      have h1 : 1 - z ≠ 0 := (sub_pos.mpr hz.2).ne'
      -- the slope is a perfect square over `z (1 - z)`
      have h : z⁻¹ - (-1 / (1 - z)) - 4 * 1 = (1 - 2 * z) ^ 2 / (z * (1 - z)) := by
        field_simp
        ring
      rw [h]
      exact div_nonneg (sq_nonneg _) (mul_pos hz.1 (sub_pos.mpr hz.2)).le
  have h := mono hx hy hxy
  dsimp only at h
  linarith

/-- On `[0,1]` the negative entropy lies above its tangent at an interior occupation `n`
by at least `2 (x - n)²`. -/
theorem mixing_above_tangent {n x : ℝ} (hn : n ∈ Ioo (0 : ℝ) 1) (hx : x ∈ Icc (0 : ℝ) 1) :
    mixing n + (Real.log n - Real.log (1 - n)) * (x - n) + 2 * (x - n) ^ 2 ≤ mixing x := by
  set L := Real.log n - Real.log (1 - n) with hL
  have hc : Continuous mixing :=
    Real.continuous_mul_log.add
      (Real.continuous_mul_log.comp (continuous_const.sub continuous_id))
  have hG : Continuous (fun z : ℝ => mixing z - L * z - 2 * ((z - n) * (z - n))) := by
    fun_prop
  have hd : ∀ z ∈ Ioo (0 : ℝ) 1,
      HasDerivAt (fun z : ℝ => mixing z - L * z - 2 * ((z - n) * (z - n)))
        (Real.log z - Real.log (1 - z) - L - 4 * (z - n)) z := by
    intro z hz
    have s := (hasDerivAt_id' z).sub_const n
    refine (((hasDerivAt_mixing hz).fun_sub ((hasDerivAt_id' z).const_mul L)).fun_sub
      ((s.fun_mul s).const_mul 2)).congr_deriv ?_
    ring
  -- on `[0,1]`, `mixing z - L * z - 2 * (z - n)²` falls up to `n` and rises after `n`
  rcases le_total x n with h | h
  · have anti : AntitoneOn (fun z : ℝ => mixing z - L * z - 2 * ((z - n) * (z - n)))
        (Icc 0 n) := by
      apply antitoneOn_of_deriv_nonpos (convex_Icc 0 n) hG.continuousOn
      · intro z hz
        rw [interior_Icc] at hz
        exact (hd z ⟨hz.1, hz.2.trans hn.2⟩).differentiableAt.differentiableWithinAt
      · intro z hz
        rw [interior_Icc] at hz
        have hz' : z ∈ Ioo (0 : ℝ) 1 := ⟨hz.1, hz.2.trans hn.2⟩
        rw [(hd z hz').deriv]
        linarith [log_odds_growth hz' hn hz.2.le]
    have key := anti ⟨hx.1, h⟩ ⟨hn.1.le, le_rfl⟩ h
    dsimp only at key
    nlinarith
  · have mono : MonotoneOn (fun z : ℝ => mixing z - L * z - 2 * ((z - n) * (z - n)))
        (Icc n 1) := by
      apply monotoneOn_of_deriv_nonneg (convex_Icc n 1) hG.continuousOn
      · intro z hz
        rw [interior_Icc] at hz
        exact (hd z ⟨hn.1.trans hz.1, hz.2⟩).differentiableAt.differentiableWithinAt
      · intro z hz
        rw [interior_Icc] at hz
        have hz' : z ∈ Ioo (0 : ℝ) 1 := ⟨hn.1.trans hz.1, hz.2⟩
        rw [(hd z hz').deriv]
        linarith [log_odds_growth hn hz' hz.1.le]
    have key := mono ⟨le_rfl, hn.2.le⟩ ⟨h, hx.2⟩ h
    dsimp only at key
    nlinarith

variable {ι : Type*} [Fintype ι]

/-- For `β > 0`, occupations `f` in `[0,1]` raise the grand-canonical functional above its
value at the Fermi occupations by at least `2/β` times their squared distance from them. -/
theorem grandFunctional_gap {β : ℝ} (hβ : 0 < β) (μ : ℝ) (e f : ι → ℝ)
    (hf : ∀ i, f i ∈ Icc (0 : ℝ) 1) :
    grandFunctional β μ e (fun i => fermi β μ (e i))
      + 2 / β * ∑ i, (f i - fermi β μ (e i)) ^ 2 ≤ grandFunctional β μ e f := by
  simp only [grandFunctional, Finset.sum_div, Finset.mul_sum, ← Finset.sum_add_distrib]
  refine Finset.sum_le_sum fun i _ => ?_
  have t := mixing_above_tangent (fermi_mem β μ (e i)) (hf i)
  rw [fermi_log_odds] at t
  have hb := mul_inv_cancel₀ hβ.ne'
  -- the energy cancels the linear part of the entropy
  have key : (e i - μ) * f i + mixing (f i) / β
      - ((e i - μ) * fermi β μ (e i) + mixing (fermi β μ (e i)) / β
        + 2 / β * (f i - fermi β μ (e i)) ^ 2)
      = (mixing (f i) - (mixing (fermi β μ (e i))
        + -(β * (e i - μ)) * (f i - fermi β μ (e i))
        + 2 * (f i - fermi β μ (e i)) ^ 2)) / β := by
    linear_combination -(e i - μ) * (f i - fermi β μ (e i)) * hb
  have hpos := div_nonneg (sub_nonneg.2 t) hβ.le
  linarith

/-- For `β > 0`, occupations in `[0,1]` minimise the grand-canonical functional among all
occupations in `[0,1]` exactly when they are the Fermi occupations. -/
theorem minimiser_iff_fermi {β : ℝ} (hβ : 0 < β) (μ : ℝ) (e f : ι → ℝ)
    (hf : ∀ i, f i ∈ Icc (0 : ℝ) 1) :
    (∀ g : ι → ℝ, (∀ i, g i ∈ Icc (0 : ℝ) 1) →
      grandFunctional β μ e f ≤ grandFunctional β μ e g) ↔
    f = fun i => fermi β μ (e i) := by
  constructor
  · intro h
    have h1 := h (fun i => fermi β μ (e i)) fun i => Ioo_subset_Icc_self (fermi_mem β μ (e i))
    have h2 := grandFunctional_gap hβ μ e f hf
    -- a minimiser has no room for a positive squared distance
    have h3 : ∑ i, (f i - fermi β μ (e i)) ^ 2 ≤ 0 := by
      by_contra hh
      have := mul_pos (div_pos two_pos hβ) (not_le.1 hh)
      linarith
    funext i
    have h4 := Finset.single_le_sum (f := fun i => (f i - fermi β μ (e i)) ^ 2)
      (fun j _ => sq_nonneg _) (Finset.mem_univ i)
    have h5 : (f i - fermi β μ (e i)) ^ 2 = 0 := le_antisymm (h4.trans h3) (sq_nonneg _)
    have h6 : f i - fermi β μ (e i) = 0 := (pow_eq_zero_iff two_ne_zero).1 h5
    exact sub_eq_zero.1 h6
  · intro h g hg
    rw [h]
    have h2 := grandFunctional_gap hβ μ e g hg
    have h3 : 0 ≤ 2 / β * ∑ i, (g i - fermi β μ (e i)) ^ 2 := by positivity
    linarith

/-- For `β > 0`, the value of the functional at the Fermi occupations is
`-(1/β) ∑ log (1 + exp (-β (e_i - μ)))`. -/
theorem grandFunctional_fermi {β : ℝ} (hβ : 0 < β) (μ : ℝ) (e : ι → ℝ) :
    grandFunctional β μ e (fun i => fermi β μ (e i))
      = -(1 / β) * ∑ i, Real.log (1 + Real.exp (-(β * (e i - μ)))) := by
  simp only [grandFunctional, Finset.sum_div, Finset.mul_sum, ← Finset.sum_add_distrib]
  refine Finset.sum_congr rfl fun i _ => ?_
  have hE : Real.exp (β * (e i - μ)) * Real.exp (-(β * (e i - μ))) = 1 := by
    rw [← Real.exp_add, add_neg_cancel, Real.exp_zero]
  have hole : (1 - fermi β μ (e i)) * (1 + Real.exp (-(β * (e i - μ)))) = 1 := by
    linear_combination Real.exp (-(β * (e i - μ))) * one_sub_fermi β μ (e i)
      + fermi β μ (e i) * hE
  have hl : Real.log (1 - fermi β μ (e i))
      = -Real.log (1 + Real.exp (-(β * (e i - μ)))) := by
    rw [eq_inv_of_mul_eq_one_left hole, Real.log_inv]
  have m : mixing (fermi β μ (e i)) = -(β * (e i - μ)) * fermi β μ (e i)
      - Real.log (1 + Real.exp (-(β * (e i - μ)))) := by
    unfold mixing
    linear_combination fermi β μ (e i) * fermi_log_odds β μ (e i) + hl
  have hb := mul_inv_cancel₀ hβ.ne'
  rw [m]
  linear_combination -(e i - μ) * fermi β μ (e i) * hb

end

end FermiFromEntropy
```

```lean
#print axioms FermiFromEntropy.minimiser_iff_fermi
#print axioms FermiFromEntropy.grandFunctional_fermi
```

```
'FermiFromEntropy.minimiser_iff_fermi' depends on axioms: [propext, Classical.choice, Quot.sound]
'FermiFromEntropy.grandFunctional_fermi' depends on axioms: [propext, Classical.choice, Quot.sound]
```

## From log-odds to the minimiser in Lean

`fermi_mem` places the Fermi function strictly inside $(0,1)$, where the logarithms can be differentiated. `one_sub_fermi` and `fermi_log_odds` give its log-odds. `hasDerivAt_mixing` is the product rule for $s$.

`log_odds_growth` shows that $\ell(z)-4z$ is monotone; `field_simp` and `ring` verify the perfect square. `mixing_above_tangent` studies $D$ without its constant terms. It splits at $n$ with `rcases`, proves that the function falls on $[0,n]$ and rises on $[n,1]$, and compares values with `nlinarith`. Derivatives are needed only in the interior, and continuity carries the bound to the endpoints.

`grandFunctional_gap` reduces the sum to single levels by `Finset.sum_le_sum`; its identity `key` is the cancellation of the linear terms. In `minimiser_iff_fermi`, a minimiser is compared with the Fermi occupations, so the sum of squares is at most zero and each square vanishes. The converse reads the same bound for an arbitrary competitor `g`. Finally, `grandFunctional_fermi` rewrites $1-n_i$ through `hole` and evaluates the negative entropy in `m`.
